# The rate of change of a polynomial function under uniform scaling of its coordinates is the position vector dotted with the gradient at the scaled point

The theorem concerns a real polynomial `χ` in finitely many real coordinates, evaluated at the point `t • x` as the scale factor `t` varies. It states that the derivative with respect to `t` is the sum over `j` of `x j` times the `j`-th partial derivative of `χ`, taken at `t • x`. The point `x` and the real number `t` are arbitrary, and `χ` need be neither homogeneous nor normalised. The attempt argues by induction on the polynomial: it treats constants, then sums, then multiplication by one further variable, where the Leibniz rule is used.

The first attempt, which Lean rejects:

```lean
import Mathlib

open MvPolynomial

namespace HasDerivAtRay

noncomputable section

variable {n : ℕ}

/-- Chain rule along a ray: the derivative of `χ(t x)` with respect to `t` is
`∑ x_j (∂_j χ)(t x)`. -/
theorem hasDerivAt_ray (χ : MvPolynomial (Fin n) ℝ) (x : Fin n → ℝ) (t : ℝ) :
    HasDerivAt (fun s : ℝ => eval (s • x) χ)
      (∑ j, x j * eval (t • x) (pderiv j χ)) t := by
  refine MvPolynomial.induction_on χ ?_ ?_ ?_
  · intro a
    simpa using hasDerivAt_const t a
  · intro p q hp hq
    simpa only [map_add, mul_add, Finset.sum_add_distrib] using hp.fun_add hq
  · intro p i hp
    have hx : HasDerivAt (fun s : ℝ => s * x i) (x i) t := hasDerivAt_mul_const (x i)
    -- Leibniz rule for one further factor `x_i`
    have hj : ∀ j, x j * eval (t • x) (pderiv j (p * X i)) =
        x j * eval (t • x) (pderiv j p) * (t * x i) +
          if j = i then eval (t • x) p * x i else 0 := by
      intro j
      by_cases h : j = i
      · subst h
        rw [if_pos rfl]
        simp only [pderiv_mul, pderiv_X_self, map_add, map_mul, eval_X, map_one,
          Pi.smul_apply, smul_eq_mul]
        ring
      · rw [if_neg h]
        simp only [pderiv_mul, pderiv_X_of_ne (Ne.symm h), map_add, map_mul, eval_X, map_zero,
          Pi.smul_apply, smul_eq_mul]
        ring
    have e : ∑ j, x j * eval (t • x) (pderiv j (p * X i)) =
        (∑ j, x j * eval (t • x) (pderiv j p)) * (t * x i) + eval (t • x) p * x i := by
      rw [Finset.sum_congr rfl (fun j _ => hj j), Finset.sum_add_distrib, ← Finset.sum_mul]
      simp
    rw [e]
    simpa only [map_mul, eval_X, Pi.smul_apply, smul_eq_mul] using hp.fun_mul hx

end

end HasDerivAtRay
```

Compiling this gives:

```
Main.lean:16:2: error: Type mismatch
  induction_on χ ?m.44 ?m.45 ?m.46
has type
  ?m.43 χ
but is expected to have type
  HasDerivAt (fun s => (eval (s • x)) χ) (∑ j, x j * (eval (t • x)) ((pderiv j) χ)) t
```

What went wrong. The error is in how the induction is invoked. `MvPolynomial.induction_on` proves a property, the motive, of a polynomial. Under `refine`, Lean had to find that motive by matching `?m.43 χ` with the goal. It did not do so: the message shows the motive still unknown, and reports a type mismatch. It does not say why the match failed.

The repair uses the `induction` tactic with the same principle. This tactic builds the motive itself, by abstracting `χ` from the goal, so the motive no longer has to be found by that match.

The other changes follow from this one. `induction` has already introduced each case's variables and hypotheses, so there is nothing left for `intro` to introduce. Without a `with` clause their names cannot be used in the proof, and `rename_i` gives them the names that the rest of the proof uses. The arguments for the three cases are unchanged.

Lean accepts the file once it reads:

```diff
@@ -14,10 +14,10 @@
     HasDerivAt (fun s : ℝ => eval (s • x) χ)
       (∑ j, x j * eval (t • x) (pderiv j χ)) t := by
-  refine MvPolynomial.induction_on χ ?_ ?_ ?_
-  · intro a
+  induction χ using MvPolynomial.induction_on
+  · rename_i a
     simpa using hasDerivAt_const t a
-  · intro p q hp hq
+  · rename_i p q hp hq
     simpa only [map_add, mul_add, Finset.sum_add_distrib] using hp.fun_add hq
-  · intro p i hp
+  · rename_i p i hp
     have hx : HasDerivAt (fun s : ℝ => s * x i) (x i) t := hasDerivAt_mul_const (x i)
     -- Leibniz rule for one further factor `x_i`
```
